# Damping in a Drude metal lowers the C3 coefficient of a one-pole atom

For an atom with static polarizability $a>0$ and a single transition frequency $w>0$, facing a Drude metal with damping $g\ge 0$ whose surface-plasmon frequency without damping is $s>0$, the nonretarded coefficient $C_3$, in atomic units, is strictly decreasing in $g$ and stays strictly below $aw/8$. It is at most its loss-free value $aws/(8(w+s))$, and at fixed damping it tends to $aw/8$ as $s\to\infty$.

```lean
import Mathlib

open MeasureTheory Set Filter Topology
open scoped Real

namespace AtomDrudeSurface

noncomputable section

/-- Polarizability at imaginary frequency `u` of an atom with static polarizability `a`
and a single transition frequency `w`. -/
def polarizability (a w u : ℝ) : ℝ := a * w ^ 2 / (w ^ 2 + u ^ 2)

/-- Drude permittivity at imaginary frequency `u`, with plasma frequency `p` and damping `g`. -/
def drudePermittivity (p g u : ℝ) : ℝ := 1 + p ^ 2 / (u ^ 2 + g * u)

/-- Image factor at imaginary frequency `u` of a metal surface with surface-plasmon
frequency `s` and damping `g`. -/
def imageFactor (s g u : ℝ) : ℝ := s ^ 2 / (s ^ 2 + u ^ 2 + g * u)

/-- The atom-surface coefficient C3 in atomic units: polarizability times image factor,
integrated over imaginary frequencies and divided by `4 π`. -/
def C3 (a w s g : ℝ) : ℝ :=
  1 / (4 * π) * ∫ u in Ioi (0 : ℝ), polarizability a w u * imageFactor s g u

/-- For a Drude metal with `p ^ 2 = 2 * s ^ 2`, the electrostatic reflection factor
`(ε - 1) / (ε + 1)` is the image factor with surface-plasmon frequency `s`. -/
theorem drude_imageFactor {p s g u : ℝ} (hp : p ^ 2 = 2 * s ^ 2) (hg : 0 ≤ g) (hu : 0 < u) :
    (drudePermittivity p g u - 1) / (drudePermittivity p g u + 1) = imageFactor s g u := by
  unfold drudePermittivity imageFactor
  rw [hp]
  have hD : 0 < u ^ 2 + g * u := by positivity
  have h1 : 1 + 2 * s ^ 2 / (u ^ 2 + g * u) + 1 ≠ 0 := by positivity
  have h2 : s ^ 2 + u ^ 2 + g * u ≠ 0 := by positivity
  rw [add_assoc (s ^ 2)] at h2 ⊢
  generalize u ^ 2 + g * u = D at *
  have hD' : D ≠ 0 := hD.ne'
  rw [div_eq_div_iff h1 h2]
  field_simp
  ring

/-- The polarizability is the frequency derivative of an arctangent. -/
theorem hasDerivAt_arctan_polarizability (a : ℝ) {w : ℝ} (hw : 0 < w) (u : ℝ) :
    HasDerivAt (fun x => a * w * Real.arctan (x / w)) (polarizability a w u) u := by
  have h := (((hasDerivAt_id' u).div_const w).arctan).const_mul (a * w)
  refine h.congr_deriv ?_
  have h1 : w ^ 2 + u ^ 2 ≠ 0 := by positivity
  unfold polarizability
  field_simp

lemma tendsto_arctan_scaled (a : ℝ) {w : ℝ} (hw : 0 < w) :
    Tendsto (fun x => a * w * Real.arctan (x / w)) atTop (𝓝 (a * w * (π / 2))) :=
  ((Real.tendsto_arctan_atTop.mono_right nhdsWithin_le_nhds).comp
    (tendsto_id.atTop_div_const hw)).const_mul (a * w)

/-- The polarizability is integrable over positive imaginary frequencies, and its integral
is `a * w * (π / 2)`. -/
theorem integral_polarizability {a w : ℝ} (ha : 0 < a) (hw : 0 < w) :
    IntegrableOn (polarizability a w) (Ioi 0) ∧
      ∫ u in Ioi (0 : ℝ), polarizability a w u = a * w * (π / 2) := by
  have hd : ∀ x ∈ Ici (0 : ℝ), HasDerivAt (fun x => a * w * Real.arctan (x / w))
      (polarizability a w x) x := fun x _ => hasDerivAt_arctan_polarizability a hw x
  have hn : ∀ x ∈ Ioi (0 : ℝ), 0 ≤ polarizability a w x := fun x _ => by
    unfold polarizability; positivity
  refine ⟨integrableOn_Ioi_deriv_of_nonneg' hd hn (tendsto_arctan_scaled a hw), ?_⟩
  rw [integral_Ioi_of_hasDerivAt_of_nonneg' hd hn (tendsto_arctan_scaled a hw)]
  simp

lemma measurable_integrand (a w s g : ℝ) :
    Measurable (fun u => polarizability a w u * imageFactor s g u) := by
  unfold polarizability imageFactor
  fun_prop

lemma norm_integrand_le {a w s g u : ℝ} (ha : 0 < a) (hw : 0 < w) (hs : 0 < s)
    (hg : 0 ≤ g) (hu : 0 < u) :
    ‖polarizability a w u * imageFactor s g u‖ ≤ polarizability a w u := by
  have h1 : 0 ≤ polarizability a w u := by unfold polarizability; positivity
  have h2 : 0 ≤ imageFactor s g u := by unfold imageFactor; positivity
  have h3 : imageFactor s g u ≤ 1 := by
    unfold imageFactor
    rw [div_le_one (by positivity)]
    nlinarith [mul_nonneg hg hu.le, sq_nonneg u]
  rw [Real.norm_of_nonneg (mul_nonneg h1 h2)]
  exact mul_le_of_le_one_right h1 h3

lemma integrable_integrand {a w s g : ℝ} (ha : 0 < a) (hw : 0 < w) (hs : 0 < s)
    (hg : 0 ≤ g) :
    IntegrableOn (fun u => polarizability a w u * imageFactor s g u) (Ioi 0) := by
  refine Integrable.mono' (integral_polarizability ha hw).1
    (measurable_integrand a w s g).aestronglyMeasurable ?_
  filter_upwards [ae_restrict_mem measurableSet_Ioi] with u hu
  exact norm_integrand_le ha hw hs hg hu

/-- C3 is strictly decreasing in the damping of the metal. -/
theorem C3_strictAntiOn {a w s : ℝ} (ha : 0 < a) (hw : 0 < w) (hs : 0 < s) :
    StrictAntiOn (C3 a w s) (Ici 0) := by
  intro g hg k hk hgk
  have hg' : 0 ≤ g := hg
  have hk' : 0 ≤ k := hk
  have Ig := integrable_integrand ha hw hs hg'
  have Ik := integrable_integrand ha hw hs hk'
  -- more damping lowers the integrand at every positive frequency
  have hlt : ∀ u ∈ Ioi (0 : ℝ), 0 < polarizability a w u * imageFactor s g u
      - polarizability a w u * imageFactor s k u := by
    intro u hu
    have hu' : 0 < u := hu
    have h1 : 0 < polarizability a w u := by unfold polarizability; positivity
    have h2 : imageFactor s k u < imageFactor s g u := by
      unfold imageFactor
      apply div_lt_div_of_pos_left (by positivity) (by positivity)
      nlinarith [mul_lt_mul_of_pos_right hgk hu']
    exact sub_pos.mpr (mul_lt_mul_of_pos_left h2 h1)
  have hpos : 0 < ∫ u in Ioi (0 : ℝ), (polarizability a w u * imageFactor s g u
      - polarizability a w u * imageFactor s k u) := by
    have Id : IntegrableOn (fun u => polarizability a w u * imageFactor s g u
        - polarizability a w u * imageFactor s k u) (Ioi 0) := Integrable.sub Ig Ik
    rw [setIntegral_pos_iff_support_of_nonneg_ae ?_ Id]
    · refine lt_of_lt_of_le ?_ (measure_mono (s := Ioi (0 : ℝ)) ?_)
      · simp
      · intro u hu
        exact ⟨(hlt u hu).ne', hu⟩
    · filter_upwards [ae_restrict_mem measurableSet_Ioi] with u hu
      exact (hlt u hu).le
  rw [integral_sub Ig Ik] at hpos
  unfold C3
  exact mul_lt_mul_of_pos_left (sub_pos.mp hpos) (by positivity)

/-- Without damping, C3 equals `a * w * s / (8 * (w + s))`. -/
theorem C3_lossless {a w s : ℝ} (ha : 0 < a) (hw : 0 < w) (hs : 0 < s) :
    C3 a w s 0 = a * w * s / (8 * (w + s)) := by
  have key : ∫ u in Ioi (0 : ℝ), polarizability a w u * imageFactor s 0 u
      = a * (π / 2) * (w * s / (w + s)) := by
    rcases eq_or_ne w s with rfl | hne
    · -- resonance: the two poles merge and a rational term joins the arctangent
      have hd : ∀ u ∈ Ici (0 : ℝ), HasDerivAt (fun x => 1 / 2 * (a * w * Real.arctan (x / w))
          + a * w ^ 2 / 2 * (x / (w ^ 2 + x ^ 2)))
          (polarizability a w u * imageFactor w 0 u) u := by
        intro u _
        have h0 : w ^ 2 + u ^ 2 ≠ 0 := by positivity
        have hp : HasDerivAt (fun x : ℝ => x ^ 2) (2 * u) u := by
          simpa using hasDerivAt_pow 2 u
        have h := ((hasDerivAt_arctan_polarizability a hw u).const_mul (1 / 2)).fun_add
          (((hasDerivAt_id' u).fun_div (hp.const_add (w ^ 2)) h0).const_mul (a * w ^ 2 / 2))
        refine h.congr_deriv ?_
        unfold polarizability imageFactor
        rw [zero_mul, add_zero]
        field_simp
        ring
      have hn : ∀ u ∈ Ioi (0 : ℝ), 0 ≤ polarizability a w u * imageFactor w 0 u := by
        intro u _
        unfold polarizability imageFactor
        rw [zero_mul, add_zero]
        positivity
      have hz : Tendsto (fun x : ℝ => x / (w ^ 2 + x ^ 2)) atTop (𝓝 0) := by
        refine squeeze_zero' ?_ ?_ tendsto_inv_atTop_zero
        · filter_upwards [eventually_gt_atTop 0] with x hx
          positivity
        · filter_upwards [eventually_gt_atTop 0] with x hx
          rw [inv_eq_one_div, div_le_div_iff₀ (by positivity) hx]
          nlinarith [sq_nonneg w]
      rw [integral_Ioi_of_hasDerivAt_of_nonneg' hd hn
        (((tendsto_arctan_scaled a hw).const_mul (1 / 2)).add (hz.const_mul (a * w ^ 2 / 2)))]
      simp only [zero_div, Real.arctan_zero, mul_zero, add_zero, sub_zero]
      field_simp
      ring
    · -- off resonance: partial fractions
      have hd : s - w ≠ 0 := sub_ne_zero.mpr hne.symm
      have e : ∀ u, polarizability a w u * imageFactor s 0 u
          = s ^ 2 / ((s - w) * (s + w)) * polarizability a w u
            - w ^ 2 / ((s - w) * (s + w)) * polarizability a s u := by
        intro u
        have h1 : w ^ 2 + u ^ 2 ≠ 0 := by positivity
        have h2 : s ^ 2 + u ^ 2 ≠ 0 := by positivity
        unfold polarizability imageFactor
        rw [zero_mul, add_zero]
        field_simp
        ring
      obtain ⟨I1, v1⟩ := integral_polarizability ha hw
      obtain ⟨I2, v2⟩ := integral_polarizability ha hs
      simp only [e]
      rw [integral_sub (Integrable.const_mul I1 _) (Integrable.const_mul I2 _),
        integral_const_mul, integral_const_mul, v1, v2]
      field_simp
      ring
  unfold C3
  rw [key]
  field_simp
  ring

/-- C3 of a one-pole atom at a Drude metal strictly decreases with the damping `g ≥ 0`; it is
at most `a * w * s / (8 * (w + s))` and strictly less than `a * w / 8`. -/
theorem C3_damping {a w s : ℝ} (ha : 0 < a) (hw : 0 < w) (hs : 0 < s) :
    StrictAntiOn (C3 a w s) (Ici 0) ∧
      ∀ g, 0 ≤ g → C3 a w s g ≤ a * w * s / (8 * (w + s)) ∧ C3 a w s g < a * w / 8 := by
  refine ⟨C3_strictAntiOn ha hw hs, fun g hg => ?_⟩
  have h1 : C3 a w s g ≤ a * w * s / (8 * (w + s)) := by
    rw [← C3_lossless ha hw hs]
    exact (C3_strictAntiOn ha hw hs).antitoneOn (mem_Ici.mpr le_rfl) (mem_Ici.mpr hg) hg
  refine ⟨h1, h1.trans_lt ?_⟩
  rw [div_lt_div_iff₀ (by positivity) (by norm_num)]
  nlinarith [mul_pos (mul_pos ha hw) hw]

/-- At any fixed damping, C3 tends to `a * w / 8` as the surface-plasmon frequency grows
without bound. -/
theorem C3_tendsto_mirror {a w g : ℝ} (ha : 0 < a) (hw : 0 < w) (hg : 0 ≤ g) :
    Tendsto (fun s => C3 a w s g) atTop (𝓝 (a * w / 8)) := by
  obtain ⟨I, v⟩ := integral_polarizability ha hw
  have hlim : Tendsto (fun s => ∫ u in Ioi (0 : ℝ), polarizability a w u * imageFactor s g u)
      atTop (𝓝 (∫ u in Ioi (0 : ℝ), polarizability a w u)) := by
    -- the bare polarizability dominates the integrand for every s
    refine tendsto_integral_filter_of_dominated_convergence (polarizability a w)
      (Eventually.of_forall fun s => (measurable_integrand a w s g).aestronglyMeasurable)
      ?_ I ?_
    · filter_upwards [eventually_gt_atTop 0] with s hs
      filter_upwards [ae_restrict_mem measurableSet_Ioi] with u hu
      exact norm_integrand_le ha hw hs hg hu
    · filter_upwards [ae_restrict_mem measurableSet_Ioi] with u hu
      have hu' : 0 < u := hu
      have ht : Tendsto (fun s : ℝ => s ^ 2 + (u ^ 2 + g * u)) atTop atTop :=
        tendsto_atTop_add_const_right _ _ (tendsto_pow_atTop two_ne_zero)
      have hq : Tendsto (fun s : ℝ => (u ^ 2 + g * u) / (s ^ 2 + (u ^ 2 + g * u)))
          atTop (𝓝 0) := tendsto_const_nhds.div_atTop ht
      have h1 : Tendsto (fun s => imageFactor s g u) atTop (𝓝 1) := by
        have h := hq.const_sub 1
        rw [sub_zero] at h
        refine h.congr fun s => ?_
        have h0 : s ^ 2 + (u ^ 2 + g * u) ≠ 0 := by positivity
        unfold imageFactor
        rw [add_assoc, eq_div_iff h0, sub_mul, div_mul_cancel₀ _ h0]
        ring
      simpa using h1.const_mul (polarizability a w u)
  have h := hlim.const_mul (1 / (4 * π))
  rw [v] at h
  have e : 1 / (4 * π) * (a * w * (π / 2)) = a * w / 8 := by
    field_simp
    ring
  rw [e] at h
  exact h

end

end AtomDrudeSurface
```

```lean
#print axioms AtomDrudeSurface.drude_imageFactor
#print axioms AtomDrudeSurface.C3_damping
#print axioms AtomDrudeSurface.C3_tendsto_mirror
```

```
'AtomDrudeSurface.drude_imageFactor' depends on axioms: [propext, Classical.choice, Quot.sound]
'AtomDrudeSurface.C3_damping' depends on axioms: [propext, Classical.choice, Quot.sound]
'AtomDrudeSurface.C3_tendsto_mirror' depends on axioms: [propext, Classical.choice, Quot.sound]
```

## The atom, the metal and the coefficient

The coefficient belongs to the attractive energy $-C_3/z^3$ of an atom at distance $z$ from a flat surface. This form applies when $z$ is large enough for electron overlap and higher multipoles to be negligible, yet small enough for retardation to be negligible. In atomic units the file defines it as

$$C_3(g)=\frac1{4\pi}\int_0^\infty \alpha(u)\,f_g(u)\,du,\qquad \alpha(u)=\frac{aw^2}{w^2+u^2},\qquad f_g(u)=\frac{s^2}{s^2+u^2+gu}.$$

Here the real number $u$ stands for the imaginary frequency $iu$, $\alpha$ is `polarizability a w` and $f_g$ is `imageFactor s g`. All parameters are real numbers, and the integral runs over `Ioi 0`, the open half-line $u>0$.

The factor $f_g$ comes from the Drude permittivity $\varepsilon=1+p^2/(u^2+gu)$, where $p$ is the plasma frequency. A charge $q$ outside the metal has the image charge $-q(\varepsilon-1)/(\varepsilon+1)$, and $f_g$ is the ratio without the minus sign. Put $D=u^2+gu$ and $p^2=2s^2$. Then $\varepsilon-1=2s^2/D$ and $\varepsilon+1=2(s^2+D)/D$, so

$$\frac{\varepsilon-1}{\varepsilon+1}=\frac{s^2}{s^2+D}=f_g(u).$$

This is `drude_imageFactor`. The condition $p^2=2s^2$ says that $s=p/\sqrt2$ (for $p>0$), the real frequency $\omega$ at which the undamped permittivity $1-p^2/\omega^2$ equals $-1$ and the flat surface carries its nonretarded plasmon.

## What the theorems say

`C3_damping` has two parts. `StrictAntiOn (C3 a w s) (Ici 0)` means that $0\le g<k$ implies $C_3(k)<C_3(g)$. The second part gives, for every $g\ge0$,

$$C_3(g)\le\frac{aws}{8(w+s)}\qquad\text{and}\qquad C_3(g)<\frac{aw}8.$$

`C3_lossless` identifies the first bound as the value at $g=0$. The second bound is the value for a perfect mirror, whose image factor is 1 at all frequencies. `C3_tendsto_mirror` shows that this value is approached as $s\to\infty$ at any fixed $g\ge0$, so no smaller constant in place of $aw/8$ would serve for all $s$.

For physisorption on metals, the result means that neglecting electronic damping overestimates $C_3$ in this one-pole, local Drude model when $a$, $w$ and $s$ are held fixed. The integral formula for $C_3$ is taken as a definition and is not derived from perturbation theory. The model has no interband transitions, spatial dispersion, surface roughness, retardation or thermal effects.

## The integral of the polarizability

The derivative of $aw\arctan(u/w)$ is

$$aw\cdot\frac{1/w}{1+u^2/w^2}=\frac{aw^2}{w^2+u^2}=\alpha(u).$$

The arctangent rises from $0$ to $\pi/2$, hence

$$\int_0^\infty\alpha(u)\,du=\frac{\pi}{2}\,aw.$$

Division by $4\pi$ gives the mirror value $aw/8$. In Lean, `hasDerivAt_arctan_polarizability` supplies the derivative and `tendsto_arctan_scaled` the limit at infinity. Since $\alpha\ge0$, `integral_polarizability` obtains both integrability and the value from them.

For $g\ge0$ and $u>0$, the denominator of $f_g$ is at least $s^2$, so $0<f_g(u)\le1$ and $0<\alpha f_g\le\alpha$. The integrand is therefore integrable by comparison with $\alpha$. The inequality is `norm_integrand_le`, and `integrable_integrand` combines it with measurability. This matters because Lean assigns the value 0 to the integral of a non-integrable function.

## Why damping lowers the coefficient

Let $0\le g<k$. At every $u>0$,

$$f_g(u)-f_k(u)=\frac{s^2(k-g)u}{(s^2+u^2+gu)(s^2+u^2+ku)}>0.$$

Multiplication by $\alpha(u)>0$ keeps the sign. The difference of the two integrands is thus positive on the whole half-line, which has positive measure, so its integral is positive. As both integrands are integrable, the integral of the difference is the difference of the integrals, and $C_3(k)<C_3(g)$.

`C3_strictAntiOn` follows this argument. It proves the pointwise inequality `hlt` by comparing denominators, then uses the criterion that a nonnegative integrable function has a positive integral exactly when its support has positive measure. The final steps split the integral and restore the factor $1/(4\pi)$.

## The loss-free value

At $g=0$ and $w\ne s$, partial fractions give

$$\frac{aw^2s^2}{(w^2+u^2)(s^2+u^2)}
=\frac{s^2}{s^2-w^2}\,\frac{aw^2}{w^2+u^2}
-\frac{w^2}{s^2-w^2}\,\frac{as^2}{s^2+u^2}.$$

Both terms are multiples of one-pole polarizabilities, with frequencies $w$ and $s$. Their integrals are known, and the total is

$$\frac{\pi a}{2}\,\frac{s^2w-w^2s}{s^2-w^2}=\frac{\pi a}{2}\,\frac{ws}{w+s}.$$

At resonance, $w=s$, the coefficients in this decomposition diverge. The integrand is then $aw^4/(w^2+u^2)^2$, with antiderivative

$$F(u)=\frac{aw}{2}\arctan\frac uw+\frac{aw^2}{2}\,\frac{u}{w^2+u^2}.$$

Indeed,

$$F'(u)=\frac{aw^2}{2}\,\frac{(w^2+u^2)+(w^2-u^2)}{(w^2+u^2)^2}=\frac{aw^4}{(w^2+u^2)^2}.$$

The rational term vanishes at $0$ and at infinity, so the integral is $\pi aw/4$, in agreement with the off-resonance expression at $s=w$. Division by $4\pi$ gives in both cases

$$C_3(0)=\frac{aws}{8(w+s)}.$$

`C3_lossless` makes the same case distinction. The equation `e` is the partial-fraction identity; in the resonant branch `hd` verifies the antiderivative and `hz` shows that the rational term tends to zero, by squeezing it below $1/x$.

## The bounds and the mirror limit

Monotonicity gives $C_3(g)\le C_3(0)$ for $g\ge0$, which is the first bound. Since $s/(w+s)<1$,

$$\frac{aws}{8(w+s)}<\frac{aw}{8},$$

and the second bound follows. `C3_damping` clears the positive denominators here; what remains is $aw^2>0$, up to a positive factor.

For the limit, fix $g\ge0$ and $u>0$, and again write $D=u^2+gu$. Then

$$f_g(u)=1-\frac{D}{s^2+D}\longrightarrow1\qquad(s\to\infty),$$

so the integrand tends to $\alpha(u)$. For every $s>0$ it is bounded by the integrable function $\alpha$, which does not depend on $s$. Dominated convergence allows the limit to be taken under the integral:

$$C_3\longrightarrow\frac1{4\pi}\int_0^\infty\alpha(u)\,du=\frac{aw}{8}.$$

In `C3_tendsto_mirror`, the bound comes once more from `norm_integrand_le`, the statement `hq` says that $D/(s^2+D)$ tends to zero, and `h1` turns this into the limit of the image factor.
